# Exchange sign of two coupled equal spins: $(-1)^{2j-J}$

## Striking out the odd $J$

To list the levels of two electrons in the same $j$ subshell, one writes down $J=0,1,\dots,2j$ and strikes out the odd values. For $j=3/2$ this leaves $J=0$ and $J=2$. The step rests on the exchange sign of the coupled states: two fermions need the sign $-1$, which is $(-1)^{2j}$ for half-integer $j$. The result below supplies that sign for exactly two spins of equal $j$ with no other degrees of freedom. It applies to the subshell because both electrons there have the same radial function and the same $l$, so exchange acts only on their $m$ values.

## States and operators

Put $n=2j$ and $\hbar=1$. Each spin has basis states $a=0,\dots,n$ with $m=j-a$, and a two-spin state has amplitudes $\psi(a,b)$. With $c_k=\sqrt{k(n+1-k)}$, the raising matrix takes state $a$ to $c_a$ times state $a-1$. Total operators are $A\otimes1+1\otimes A$; $J_+$, $J_-$ and $J_z$ are the ones built from the raising matrix, its adjoint and the diagonal matrix of the $m$ values. Exchange is $(X\psi)(a,b)=\psi(b,a)$.

Suppose $J_+\psi=0$ and $J_z\psi=(n-s)\psi$, with $s$ a natural number. Then:

- $X(J_-)^k\psi=(-1)^s(J_-)^k\psi$ for every $k\ge0$.
- If $\psi\neq0$, then $s\le n$, and $X\psi=(-1)^n\psi$ exactly when $n-s$ is even.
- For every $s\le n$ such a nonzero $\psi$ exists.

Since $J^2=J_-J_++J_z(J_z+1)$, the state $\psi$ has $J=n-s$; this standard identification is used for reading the result, and the code defines no $J^2$.

## Moving one unit between the spins

The $J_z$ condition reads $(n-a-b)\psi(a,b)=(n-s)\psi(a,b)$, so $\psi$ lives on $a+b=s$. For $a,b<n$, the component $(a,b)$ of $J_+\psi=0$ is
$$c_{a+1}\psi(a+1,b)+c_{b+1}\psi(a,b+1)=0.$$
Let $P_a=c_1\cdots c_a$, with $P_0=1$; it is nonzero for $a\le n$. Multiplying by $P_aP_b$ and repeating the step $k$ times gives, while the indices stay at most $n$,
$$P_{a+k}P_b\,\psi(a+k,b)=(-1)^kP_aP_{b+k}\,\psi(a,b+k).$$
For $a\le b$, start both indices at $a$ and take $k=b-a$. The products cancel, leaving $\psi(b,a)=(-1)^{a+b}\psi(a,b)$; the case $a>b$ follows by renaming. On the support the sign is $(-1)^s$. As $X$ commutes with the total $J_-$, it holds for every $(J_-)^k\psi$.

Suppose $s>n$ and $\psi(p,q)\ne0$. The component $(n,s-n-1)$ of $J_+\psi=0$ has the single term $c_{s-n}\psi(n,s-n)$, so this amplitude vanishes. The chain with $k=n-p$ then forces $\psi(p,q)=0$, a contradiction. With $s\le n$, the parity criterion follows from $(-1)^n=(-1)^s(-1)^{n-s}$.

For existence, take $\psi(a,b)=(-1)^a/(P_aP_b)$ on $a+b=s$ and zero elsewhere: the two terms above cancel. This state is unnormalised; for $n=s=1$, normalisation gives the singlet $(|{\uparrow\downarrow}\rangle-|{\downarrow\uparrow}\rangle)/\sqrt2$.

## Without the highest-weight condition

Drop $J_+\psi=0$ and take $|{\uparrow\downarrow}\rangle$ with $n=s=1$. It satisfies $J_z\psi=0$, but exchange turns it into $|{\downarrow\uparrow}\rangle$, which is not a multiple of it.

## The Lean file

```lean
import Mathlib

open Matrix
open scoped Kronecker

namespace ClebschGordanExchange

noncomputable section

/-- Amplitudes of two spins `j = n/2`; the index `a` of each spin stands for `m = j - a`. -/
abbrev TwoSpin (n : ℕ) := Fin (n + 1) × Fin (n + 1) → ℂ

/-- The ladder coefficient `√(k (2j + 1 - k))` between `m = j - k` and `m = j - k + 1`. -/
def ladderCoeff (n k : ℕ) : ℝ := √((k : ℝ) * ((n : ℝ) + 1 - k))

/-- The one-spin raising matrix `J₊`. -/
def raising (n : ℕ) : Matrix (Fin (n + 1)) (Fin (n + 1)) ℂ :=
  Matrix.of fun a b => if b.val = a.val + 1 then (ladderCoeff n b.val : ℂ) else 0

/-- The one-spin lowering matrix `J₋`, the adjoint of `J₊`. -/
def lowering (n : ℕ) : Matrix (Fin (n + 1)) (Fin (n + 1)) ℂ := (raising n)ᴴ

/-- The one-spin matrix `J_z`, diagonal with entries `m = j - a`. -/
def jz (n : ℕ) : Matrix (Fin (n + 1)) (Fin (n + 1)) ℂ :=
  Matrix.diagonal fun a => (n : ℂ) / 2 - (a.val : ℂ)

/-- The total operator `A ⊗ 1 + 1 ⊗ A` of two spins. -/
def total {n : ℕ} (A : Matrix (Fin (n + 1)) (Fin (n + 1)) ℂ) :
    Matrix (Fin (n + 1) × Fin (n + 1)) (Fin (n + 1) × Fin (n + 1)) ℂ :=
  A ⊗ₖ (1 : Matrix (Fin (n + 1)) (Fin (n + 1)) ℂ) +
    (1 : Matrix (Fin (n + 1)) (Fin (n + 1)) ℂ) ⊗ₖ A

/-- Exchange of the two spins. -/
def exchange {n : ℕ} (ψ : TwoSpin n) : TwoSpin n := fun p => ψ (p.2, p.1)

/-- Highest-weight condition: total `J₊ ψ = 0` and total `J_z ψ = (2j - s) ψ`. -/
def IsHighest (n s : ℕ) (ψ : TwoSpin n) : Prop :=
  total (raising n) *ᵥ ψ = 0 ∧ total (jz n) *ᵥ ψ = ((n : ℂ) - s) • ψ

/-- Product of the first `a` ladder coefficients. -/
def ladderProd (n a : ℕ) : ℂ := ∏ i ∈ Finset.range a, (ladderCoeff n (i + 1) : ℂ)

/-- An explicit state with alternating amplitudes on `a + b = s`. -/
def highestState (n s : ℕ) : TwoSpin n := fun p =>
  if p.1.val + p.2.val = s then
    (-1) ^ p.1.val / (ladderProd n p.1.val * ladderProd n p.2.val) else 0

variable {n s : ℕ} {ψ : TwoSpin n}

/-- A total operator acts on the first spin plus on the second spin. -/
theorem total_apply (A : Matrix (Fin (n + 1)) (Fin (n + 1)) ℂ) (ψ : TwoSpin n)
    (a b : Fin (n + 1)) :
    (total A *ᵥ ψ) (a, b) = ∑ x, A a x * ψ (x, b) + ∑ y, A b y * ψ (a, y) := by
  have e : ∀ x y, total A (a, b) (x, y)
      = A a x * (if b = y then 1 else 0) + (if a = x then 1 else 0) * A b y := by
    intro x y
    change A a x * (1 : Matrix (Fin (n + 1)) (Fin (n + 1)) ℂ) b y
      + (1 : Matrix (Fin (n + 1)) (Fin (n + 1)) ℂ) a x * A b y = _
    rw [Matrix.one_apply, Matrix.one_apply]
  change ∑ p, total A (a, b) p * ψ p = _
  rw [Fintype.sum_prod_type]
  simp only [e, add_mul, Finset.sum_add_distrib]
  congr 1
  · simp
  · rw [Finset.sum_comm]
    simp

/-- A row of `J₊` picks out the single amplitude one step lower in `m`. -/
theorem raising_row (a a' : Fin (n + 1)) (f : Fin (n + 1) → ℂ) (h : a'.val = a.val + 1) :
    ∑ x, raising n a x * f x = (ladderCoeff n (a.val + 1) : ℂ) * f a' := by
  rw [Finset.sum_eq_single a']
  · simp [raising, h]
  · intro x _ hx
    have hne : x.val ≠ a.val + 1 := fun e => hx (Fin.ext (e.trans h.symm))
    simp [raising, hne]
  · simp

/-- Products of ladder coefficients inside the multiplet do not vanish. -/
theorem ladderProd_ne_zero {a : ℕ} (ha : a ≤ n) : ladderProd n a ≠ 0 := by
  refine Finset.prod_ne_zero_iff.mpr fun i hi => Complex.ofReal_ne_zero.mpr ?_
  have hi' : i + 1 ≤ n := by have := Finset.mem_range.mp hi; omega
  have h2 : ((i + 1 : ℕ) : ℝ) ≤ n := by exact_mod_cast hi'
  have h1 : (0 : ℝ) < ((i + 1 : ℕ) : ℝ) := by positivity
  exact (Real.sqrt_pos.mpr (mul_pos h1 (by linarith))).ne'

/-- A state has total `J_z = 2j - s` exactly when its amplitudes live on `a + b = s`. -/
theorem weight_iff_support : total (jz n) *ᵥ ψ = ((n : ℂ) - s) • ψ ↔
    ∀ a b, ψ (a, b) ≠ 0 → a.val + b.val = s := by
  have key : ∀ a b, (total (jz n) *ᵥ ψ) (a, b)
      = ((n : ℂ) - (a.val : ℂ) - (b.val : ℂ)) * ψ (a, b) := by
    intro a b
    rw [total_apply]
    simp [jz, Matrix.diagonal_apply]
    ring
  constructor
  · intro h a b hab
    have e := congrFun h (a, b)
    rw [key, Pi.smul_apply, smul_eq_mul] at e
    have e' := mul_right_cancel₀ hab e
    have : ((a.val + b.val : ℕ) : ℂ) = s := by
      push_cast
      linear_combination -e'
    exact_mod_cast this
  · intro h
    funext ⟨a, b⟩
    rw [key, Pi.smul_apply, smul_eq_mul]
    by_cases h0 : ψ (a, b) = 0
    · simp [h0]
    · have : (s : ℂ) = (a.val : ℂ) + (b.val : ℂ) := by exact_mod_cast (h a b h0).symm
      rw [this]
      ring

/-- If `J₊ ψ = 0`, moving `k` units between the spins multiplies the rescaled
amplitude by `(-1)^k`. -/
theorem amplitude_chain (h : total (raising n) *ᵥ ψ = 0) (k : ℕ) :
    ∀ a b a' b' : Fin (n + 1), a'.val = a.val + k → b'.val = b.val + k →
      ladderProd n a'.val * ladderProd n b.val * ψ (a', b)
        = (-1) ^ k * (ladderProd n a.val * ladderProd n b'.val * ψ (a, b')) := by
  have ws : ∀ m, ladderProd n (m + 1) = ladderProd n m * (ladderCoeff n (m + 1) : ℂ) :=
    fun m => Finset.prod_range_succ _ _
  induction k with
  | zero =>
    intro a b a' b' ha hb
    obtain rfl : a' = a := Fin.ext ha
    obtain rfl : b' = b := Fin.ext hb
    simp
  | succ k ih =>
    intro a b a' b' ha hb
    have la := a'.isLt
    have lb := b'.isLt
    let a₁ : Fin (n + 1) := ⟨a.val + k, by omega⟩
    let b₁ : Fin (n + 1) := ⟨b.val + 1, by omega⟩
    have ha₁ : a'.val = a₁.val + 1 := by change a'.val = a.val + k + 1; omega
    have hb₁ : b₁.val = b.val + 1 := rfl
    -- one step: the component (a₁, b) of J₊ψ = 0
    have e : (total (raising n) *ᵥ ψ) (a₁, b) = 0 := by rw [h]; rfl
    rw [total_apply, raising_row a₁ a' (fun x => ψ (x, b)) ha₁,
      raising_row b b₁ (fun y => ψ (a₁, y)) hb₁] at e
    have i := ih a b₁ a₁ b' rfl (by change b'.val = b.val + 1 + k; omega)
    rw [hb₁, ws] at i
    rw [ha₁, ws, pow_succ]
    linear_combination (ladderProd n a₁.val * ladderProd n b.val) * e - i

/-- If `J₊ ψ = 0`, exchanged amplitudes differ by the sign `(-1)^(a+b)`. -/
theorem amplitude_exchange (h : total (raising n) *ᵥ ψ = 0) (a b : Fin (n + 1)) :
    ψ (b, a) = (-1) ^ (a.val + b.val) * ψ (a, b) := by
  have main : ∀ a b : Fin (n + 1), a.val ≤ b.val →
      ψ (b, a) = (-1) ^ (a.val + b.val) * ψ (a, b) := by
    intro a b hab
    have e := amplitude_chain h (b.val - a.val) a a b b (by omega) (by omega)
    have hp : (-1 : ℂ) ^ (a.val + b.val) = (-1) ^ (b.val - a.val) := by
      rw [show a.val + b.val = (b.val - a.val) + 2 * a.val by omega, pow_add, pow_mul]
      simp
    have hw := mul_ne_zero (ladderProd_ne_zero (n := n) (a := b.val) (by omega))
      (ladderProd_ne_zero (n := n) (a := a.val) (by omega))
    apply mul_left_cancel₀ hw
    rw [hp]
    linear_combination e
  rcases le_total a.val b.val with hab | hab
  · exact main a b hab
  · rw [main b a hab, add_comm b.val a.val, ← mul_assoc, ← mul_pow]
    simp

/-- Every state `(J₋)^k ψ` lowered from a highest-weight state with `J_z = 2j - s`
has exchange sign `(-1)^s`. -/
theorem multiplet_exchange (h : IsHighest n s ψ) (k : ℕ) :
    exchange (total (lowering n) ^ k *ᵥ ψ)
      = (-1 : ℂ) ^ s • (total (lowering n) ^ k *ᵥ ψ) := by
  -- exchange commutes with the total J₋
  have comm : ∀ φ : TwoSpin n,
      exchange (total (lowering n) *ᵥ φ) = total (lowering n) *ᵥ exchange φ := by
    intro φ
    funext ⟨a, b⟩
    change (total (lowering n) *ᵥ φ) (b, a) = _
    rw [total_apply, total_apply, add_comm]
    rfl
  induction k with
  | zero =>
    rw [pow_zero, Matrix.one_mulVec]
    funext ⟨a, b⟩
    change ψ (b, a) = (-1) ^ s * ψ (a, b)
    rw [amplitude_exchange h.1 a b]
    by_cases h0 : ψ (a, b) = 0
    · simp [h0]
    · rw [weight_iff_support.mp h.2 a b h0]
  | succ k ih =>
    rw [pow_succ', ← Matrix.mulVec_mulVec, comm, ih, Matrix.mulVec_smul]

/-- A nonzero highest-weight state with `J_z = 2j - s` has `s ≤ 2j`, and its exchange sign is
`(-1)^(2j)` exactly when `2j - s` is even. -/
theorem exchange_sign_iff_even (h : IsHighest n s ψ) (hψ : ψ ≠ 0) :
    s ≤ n ∧ (exchange ψ = (-1 : ℂ) ^ n • ψ ↔ Even (n - s)) := by
  obtain ⟨⟨p, q⟩, hpq⟩ := Function.ne_iff.mp hψ
  replace hpq : ψ (p, q) ≠ 0 := hpq
  have hsum := weight_iff_support.mp h.2 p q hpq
  have lp := p.isLt
  have lq := q.isLt
  have hs : s ≤ n := by
    by_contra hlt
    -- follow the chain to the edge a = n, where J₊ψ = 0 has a single term
    let t : Fin (n + 1) := ⟨n, by omega⟩
    let b : Fin (n + 1) := ⟨p.val + q.val - n, by omega⟩
    let c : Fin (n + 1) := ⟨p.val + q.val - n - 1, by omega⟩
    have hbc : b.val = c.val + 1 := by
      change p.val + q.val - n = p.val + q.val - n - 1 + 1
      omega
    have e : (total (raising n) *ᵥ ψ) (t, c) = 0 := by rw [h.1]; rfl
    have z : ∑ x, raising n t x * ψ (x, c) = 0 := by
      refine Finset.sum_eq_zero fun x _ => ?_
      have hx : x.val ≠ t.val + 1 := by
        have := x.isLt
        change x.val ≠ n + 1
        omega
      simp [raising, hx]
    rw [total_apply, z, zero_add, raising_row c b (fun y => ψ (t, y)) hbc] at e
    have hc : (ladderCoeff n (c.val + 1) : ℂ) ≠ 0 := by
      have hb := ladderProd_ne_zero (n := n) (a := c.val + 1) (by omega)
      rw [ladderProd, Finset.prod_range_succ] at hb
      exact right_ne_zero_of_mul hb
    have hz : ψ (t, b) = 0 := (mul_eq_zero.mp e).resolve_left hc
    have ch := amplitude_chain h.1 (n - p.val) p b t q
      (by change n = p.val + (n - p.val); omega)
      (by change q.val = p.val + q.val - n + (n - p.val); omega)
    rw [hz, mul_zero] at ch
    exact mul_ne_zero (pow_ne_zero _ (by norm_num)) (mul_ne_zero (mul_ne_zero
      (ladderProd_ne_zero (by omega)) (ladderProd_ne_zero (by omega))) hpq) ch.symm
  have ex : exchange ψ = (-1 : ℂ) ^ s • ψ := by
    simpa only [pow_zero, Matrix.one_mulVec] using multiplet_exchange h 0
  have hn : (-1 : ℂ) ^ n = (-1) ^ s * (-1) ^ (n - s) := by
    rw [← pow_add, Nat.add_sub_cancel' hs]
  refine ⟨hs, fun hx => ?_, fun he => ?_⟩
  · have e : (-1 : ℂ) ^ s * ψ (p, q) = (-1) ^ n * ψ (p, q) :=
      congrFun (ex.symm.trans hx) (p, q)
    have e' := mul_right_cancel₀ hpq e
    rcases Nat.even_or_odd (n - s) with he | ho
    · exact he
    · rw [hn, ho.neg_one_pow] at e'
      have h0 : (-1 : ℂ) ^ s = 0 := by linear_combination e' / 2
      exact absurd h0 (pow_ne_zero _ (by norm_num))
  · rw [ex, hn, he.neg_one_pow, mul_one]

/-- For every `s ≤ 2j` the explicit state `highestState` is a nonzero highest-weight
state with `J_z = 2j - s`. -/
theorem highestState_witness (hs : s ≤ n) :
    IsHighest n s (highestState n s) ∧ highestState n s ≠ 0 := by
  have ws : ∀ m, ladderProd n (m + 1) = ladderProd n m * (ladderCoeff n (m + 1) : ℂ) :=
    fun m => Finset.prod_range_succ _ _
  refine ⟨⟨?_, weight_iff_support.mpr fun a b hab => ?_⟩, fun h0 => ?_⟩
  · funext ⟨a, b⟩
    rw [total_apply, Pi.zero_apply]
    by_cases hab : a.val + b.val + 1 = s
    · -- the two contributions cancel
      let a' : Fin (n + 1) := ⟨a.val + 1, by omega⟩
      let b' : Fin (n + 1) := ⟨b.val + 1, by omega⟩
      have e1 : highestState n s (a', b)
          = (-1) ^ (a.val + 1) / (ladderProd n (a.val + 1) * ladderProd n b.val) :=
        if_pos (by change a.val + 1 + b.val = s; omega)
      have e2 : highestState n s (a, b')
          = (-1) ^ a.val / (ladderProd n a.val * ladderProd n (b.val + 1)) :=
        if_pos (by change a.val + (b.val + 1) = s; omega)
      have wa := ladderProd_ne_zero (n := n) (a := a.val + 1) (by omega)
      have wb := ladderProd_ne_zero (n := n) (a := b.val + 1) (by omega)
      rw [ws] at wa wb
      have a1 := left_ne_zero_of_mul wa
      have a2 := right_ne_zero_of_mul wa
      have b1 := left_ne_zero_of_mul wb
      have b2 := right_ne_zero_of_mul wb
      rw [raising_row a a' (fun x => highestState n s (x, b)) rfl,
        raising_row b b' (fun y => highestState n s (a, y)) rfl, e1, e2, ws, ws, pow_succ]
      generalize (ladderCoeff n (a.val + 1) : ℂ) = u at *
      generalize (ladderCoeff n (b.val + 1) : ℂ) = v at *
      have t1 : u * ((-1) ^ a.val * -1 / (ladderProd n a.val * u * ladderProd n b.val))
          = -((-1) ^ a.val / (ladderProd n a.val * ladderProd n b.val)) := by
        field_simp
      have t2 : v * ((-1) ^ a.val / (ladderProd n a.val * (ladderProd n b.val * v)))
          = (-1) ^ a.val / (ladderProd n a.val * ladderProd n b.val) := by
        field_simp
      rw [t1, t2, neg_add_cancel]
    · have z1 : ∑ x, raising n a x * highestState n s (x, b) = 0 := by
        refine Finset.sum_eq_zero fun x _ => ?_
        by_cases hx : x.val = a.val + 1
        · have : highestState n s (x, b) = 0 :=
            if_neg (by change ¬ (x.val + b.val = s); omega)
          rw [this, mul_zero]
        · simp [raising, hx]
      have z2 : ∑ y, raising n b y * highestState n s (a, y) = 0 := by
        refine Finset.sum_eq_zero fun y _ => ?_
        by_cases hy : y.val = b.val + 1
        · have : highestState n s (a, y) = 0 :=
            if_neg (by change ¬ (a.val + y.val = s); omega)
          rw [this, mul_zero]
        · simp [raising, hy]
      rw [z1, z2, add_zero]
  · by_contra hne
    exact hab (if_neg hne)
  · have e : highestState n s (⟨0, by omega⟩, ⟨s, by omega⟩)
        = (-1) ^ 0 / (ladderProd n 0 * ladderProd n s) :=
      if_pos (by change 0 + s = s; omega)
    rw [h0] at e
    exact div_ne_zero (pow_ne_zero _ (by norm_num)) (mul_ne_zero
      (ladderProd_ne_zero (by omega)) (ladderProd_ne_zero hs)) e.symm

end

end ClebschGordanExchange
```

```lean
#print axioms ClebschGordanExchange.exchange_sign_iff_even
```

```
'ClebschGordanExchange.exchange_sign_iff_even' depends on axioms: [propext, Classical.choice, Quot.sound]
```

## How the code follows the derivation

`IsHighest n s ψ` holds the two conditions on $\psi$, and `TwoSpin n` is the type of amplitudes, with no normalisation required. `multiplet_exchange` also admits $\psi=0$; `exchange_sign_iff_even` assumes `ψ ≠ 0`. Its `n - s` is subtraction of natural numbers, which agrees with $J$ because the same theorem proves `s ≤ n`.

`total_apply` and `raising_row` turn the Kronecker products into the two-term relation, and `weight_iff_support` translates the $J_z$ condition. `amplitude_chain` is an induction on $k$: `linear_combination` multiplies one component of $J_+\psi=0$ by the ladder products and subtracts the induction hypothesis. `amplitude_exchange` cancels the products, using `ladderProd_ne_zero`.

In `multiplet_exchange`, the local fact `comm` carries the sign through each application of $J_-$. `exchange_sign_iff_even` follows the chain to the edge $a=n$ to exclude $s>n$, then compares signs at a nonzero amplitude. `highestState_witness` checks the explicit state, separating components where the two terms cancel from those where both vanish.
